# The cubic relation and energy levels of three isotropically coupled spins 1/2

## Spins as explicit matrices

The three spins are represented here by halves of the Pauli matrices, so that the Hamiltonian is a concrete $8\times 8$ complex matrix. The alternative, abstract operators with angular-momentum commutation relations, would leave the spin length open, and the result depends on it: three spins 1 with equal nonzero couplings violate the cubic relation below.

The Hamiltonian is

$$H = a\,\mathbf I_1\cdot\mathbf I_2 + b\,\mathbf I_2\cdot\mathbf I_3 + c\,\mathbf I_1\cdot\mathbf I_3,\qquad a,b,c\in\mathbb R,$$

with spins in units of $\hbar$ and couplings in units of energy. A positive coupling favours antiparallel spins. This describes an isolated triangle of spins with isotropic couplings and no applied field, for which the energies give a closed-form test of a spin-simulation program.

## The relation and the energies

Let $s=a+b+c$ and $q=a^2+b^2+c^2-ab-bc-ca$. Four statements are proved:

- $(H-s/4)\big((H+s/4)^2-q/4\big)=0$ (`hamiltonian_cubic`).
- The eigenvalues of $H$ are exactly $s/4$ and $-s/4\pm\sqrt q/2$ (`eigenvalue_iff`).
- $q=0$ if and only if $a=b=c$ (`spread_eq_zero_iff`).
- $(H-s/4)(H+s/4)=0$ if and only if $a=b=c$ (`quadratic_iff`).

In Lean, `Conf` is the set of label triples, with 0 for up and 1 for down, and a state is a function `Conf → ℂ`, not necessarily normalised. The maps `site1`, `site2` and `site3` place a one-spin matrix on its site by Kronecker products, and `dot` sums over the three components. The numbers $s$ and $q$ are `total a b c` and `spread a b c`. An eigenvalue is a complex `μ` for which some nonzero `ψ` satisfies `hamiltonian a b c *ᵥ ψ = μ • ψ`; that it is real is part of the conclusion.

The theorems give the set of eigenvalues without multiplicities, and the listed values may coincide. The last statement concerns one particular quadratic. Another may hold for unequal couplings: if $b=c=0$, then $(H-a/4)(H+3a/4)=0$.

## From scalar products to exchanges

Take two spins. The $z$ part of $\mathbf I_1\cdot\mathbf I_2$ gives $+1/4$ for parallel and $-1/4$ for antiparallel labels. The $x$ and $y$ parts together exchange antiparallel labels with amplitude $1/2$ and annihilate parallel ones. With $P_{12}$ the exchange of the two labels, both cases read

$$\mathbf I_1\cdot\mathbf I_2=\tfrac12P_{12}-\tfrac14 .$$

Hence $H=K/2-s/4$ with $K=aP_{12}+bP_{23}+cP_{13}$, and

$$(H-s/4)\big((H+s/4)^2-q/4\big)=\tfrac18(K-s)(K^2-q).$$

Let $C$ be the cyclic permutation of the labels, $R=1+C+C^2$ and $T=P_{12}+P_{23}+P_{13}$. Each exchange squares to 1, and two different exchanges, multiplied in both orders and added, give $C+C^2$. With $e=ab+bc+ca$,

$$K^2=a^2+b^2+c^2+e(C+C^2),\qquad K^2-q=eR.$$

An exchange times $R$ is $T$, so $KR=sT$ and

$$(K-s)(K^2-q)=es(T-R)=-es\,(R-T).$$

The operator $R-T$ antisymmetrises over three labels. Two of three two-valued labels are always equal, and exchanging them pairs each term of $R$ with an equal term of $T$. Thus $R-T=0$, which proves the cubic.

## Which energies occur

On an eigenvector with eigenvalue $\mu$, the cubic gives $(\mu-s/4)\big((\mu+s/4)^2-q/4\big)=0$, so only the three listed values are possible.

Each of them occurs. The uniform wavefunction, with all amplitudes $1/\sqrt8$ when normalised, is unchanged by exchanges and has energy $s/4$. For one flipped spin, with amplitudes $(x,y,z)$ for its position,

$$K(x,y,z)=(bx+ay+cz,\;ax+cy+bz,\;cx+by+az).$$

Let $\rho^2=q$ and take $(x,y,z)=(b-a+\rho,\;a-c-\rho,\;c-b)$. The components of $K(x,y,z)$ are

$$q+(b-a)\rho,\qquad -q+(a-c)\rho,\qquad (c-b)\rho,$$

which is $\rho(x,y,z)$. The energy is therefore $-s/4+\rho/2$. The squared norm is $4q+2\rho(b+c-2a)$, by whose root one divides to normalise. The vector vanishes exactly when $b=c$ and $\rho=a-b$; then $(1,1,-2)/\sqrt6$ has the same eigenvalue $\rho$ of $K$.

## Equal couplings

Since $q=\tfrac12[(a-b)^2+(b-c)^2+(c-a)^2]$, it is never negative and vanishes only for $a=b=c$.

The quadratic expression is $(K-s)K/4$. If it vanishes, the eigenvectors for $\rho=\pm\sqrt q$ give $q-s\sqrt q=0$ and $q+s\sqrt q=0$, whose sum forces $q=0$. Conversely, for $a=b=c$ we have $K=aT$, $s=3a$ and $T^2=3R$, so the expression equals $\tfrac34a^2(R-T)=0$.

## Exchange of more than two levels

For three sites with $d$ levels each, let $K$ be the same combination of exchanges. The antisymmetriser need not vanish, but $K(R-T)=-s(R-T)$. The computation above then gives $(K+s)(K-s)(K^2-q)=0$ for every $d$; the file treats only $d=2$. For $d>2$ the exchange of two sites is no longer a multiple of the scalar product of their spins plus a constant, so this is a relation for exchange operators, not for longer spins coupled by scalar products.

## The Lean file

```lean
import Mathlib

open Matrix
open scoped Kronecker

namespace ThreeSpinTriangle

noncomputable section

local notation "𝟙" => (1 : Matrix (Fin 2) (Fin 2) ℂ)

/-- The labels (up or down) of three spins 1/2. -/
abbrev Conf := Fin 2 × Fin 2 × Fin 2

/-- The spin-1/2 matrices for the x, y and z components, in units of ħ. -/
def spin (m : Fin 3) : Matrix (Fin 2) (Fin 2) ℂ :=
  (1 / 2 : ℂ) • (![!![0, 1; 1, 0], !![0, -Complex.I; Complex.I, 0], !![1, 0; 0, -1]] m)

/-- A one-spin operator acting on the first spin. -/
def site1 (A : Matrix (Fin 2) (Fin 2) ℂ) : Matrix Conf Conf ℂ := A ⊗ₖ (𝟙 ⊗ₖ 𝟙)

/-- A one-spin operator acting on the second spin. -/
def site2 (A : Matrix (Fin 2) (Fin 2) ℂ) : Matrix Conf Conf ℂ := 𝟙 ⊗ₖ (A ⊗ₖ 𝟙)

/-- A one-spin operator acting on the third spin. -/
def site3 (A : Matrix (Fin 2) (Fin 2) ℂ) : Matrix Conf Conf ℂ := 𝟙 ⊗ₖ (𝟙 ⊗ₖ A)

/-- The scalar product of the spin vectors at two sites. -/
def dot (P Q : Matrix (Fin 2) (Fin 2) ℂ → Matrix Conf Conf ℂ) : Matrix Conf Conf ℂ :=
  ∑ m, P (spin m) * Q (spin m)

/-- The Hamiltonian `a I₁·I₂ + b I₂·I₃ + c I₁·I₃`. -/
def hamiltonian (a b c : ℝ) : Matrix Conf Conf ℂ :=
  (a : ℂ) • dot site1 site2 + (b : ℂ) • dot site2 site3 + (c : ℂ) • dot site1 site3

/-- The sum `s` of the three couplings. -/
def total (a b c : ℝ) : ℝ := a + b + c

/-- The quadratic form `q` of the three couplings. -/
def spread (a b c : ℝ) : ℝ := a ^ 2 + b ^ 2 + c ^ 2 - a * b - b * c - c * a

/-- The wavefunction with amplitudes `x`, `y`, `z` for the first, second or third spin
being the only flipped one. -/
def oneFlip (x y z : ℂ) : Conf → ℂ := fun p =>
  if p = (1, 0, 0) then x else if p = (0, 1, 0) then y else if p = (0, 0, 1) then z else 0

lemma two_labels : ∀ i : Fin 2, i = 0 ∨ i = 1 := by decide

/-- Completeness of the spin matrices: the scalar product of two spins 1/2 is half the
exchange of their labels minus one quarter. -/
theorem spin_exchange (i i' j j' : Fin 2) :
    ∑ m, spin m i i' * spin m j j' =
      1 / 2 * (𝟙 i j' * 𝟙 j i') - 1 / 4 * (𝟙 i i' * 𝟙 j j') := by
  rcases two_labels i with rfl | rfl <;> rcases two_labels i' with rfl | rfl <;>
    rcases two_labels j with rfl | rfl <;> rcases two_labels j' with rfl | rfl <;>
    simp [spin, Fin.sum_univ_three] <;> ring_nf <;> simp [Complex.I_sq] <;> norm_num

/-- The action of the Hamiltonian on a wavefunction: each coupling multiplies half the wavefunction
with two labels exchanged, minus a quarter of the original wavefunction. -/
theorem hamiltonian_mulVec (a b c : ℝ) (ψ : Conf → ℂ) (i j k : Fin 2) :
    (hamiltonian a b c *ᵥ ψ) (i, j, k) =
      a * (ψ (j, i, k) / 2 - ψ (i, j, k) / 4) + b * (ψ (i, k, j) / 2 - ψ (i, j, k) / 4)
        + c * (ψ (k, j, i) / 2 - ψ (i, j, k) / 4) := by
  -- matrix elements of the three scalar products
  have h12 : ∀ i' j' k', dot site1 site2 (i, j, k) (i', j', k') =
      (1 / 2 * (𝟙 i j' * 𝟙 j i') - 1 / 4 * (𝟙 i i' * 𝟙 j j')) * 𝟙 k k' := by
    intro i' j' k'
    have d := spin_exchange i i' j j'
    rw [Fin.sum_univ_three] at d
    simp only [dot, site1, site2, ← Matrix.mul_kronecker_mul, one_mul, mul_one,
      Fin.sum_univ_three, Matrix.add_apply, Matrix.kroneckerMap_apply]
    linear_combination 𝟙 k k' * d
  have h23 : ∀ i' j' k', dot site2 site3 (i, j, k) (i', j', k') =
      (1 / 2 * (𝟙 j k' * 𝟙 k j') - 1 / 4 * (𝟙 j j' * 𝟙 k k')) * 𝟙 i i' := by
    intro i' j' k'
    have d := spin_exchange j j' k k'
    rw [Fin.sum_univ_three] at d
    simp only [dot, site2, site3, ← Matrix.mul_kronecker_mul, one_mul, mul_one,
      Fin.sum_univ_three, Matrix.add_apply, Matrix.kroneckerMap_apply]
    linear_combination 𝟙 i i' * d
  have h13 : ∀ i' j' k', dot site1 site3 (i, j, k) (i', j', k') =
      (1 / 2 * (𝟙 i k' * 𝟙 k i') - 1 / 4 * (𝟙 i i' * 𝟙 k k')) * 𝟙 j j' := by
    intro i' j' k'
    have d := spin_exchange i i' k k'
    rw [Fin.sum_univ_three] at d
    simp only [dot, site1, site3, ← Matrix.mul_kronecker_mul, one_mul, mul_one,
      Fin.sum_univ_three, Matrix.add_apply, Matrix.kroneckerMap_apply]
    linear_combination 𝟙 j j' * d
  have e01 : 𝟙 0 1 = 0 := by simp
  have e10 : 𝟙 1 0 = 0 := by simp
  simp only [hamiltonian, Matrix.mulVec, dotProduct, Fintype.sum_prod_type, Matrix.add_apply,
    Matrix.smul_apply, smul_eq_mul, h12, h23, h13, Fin.sum_univ_two]
  clear h12 h23 h13
  rcases two_labels i with rfl | rfl <;> rcases two_labels j with rfl | rfl <;>
    rcases two_labels k with rfl | rfl <;> simp only [Matrix.one_apply_eq, e01, e10] <;> ring

/-- Antisymmetrising any wavefunction of three spins 1/2 over the spin labels gives zero. -/
theorem antisymmetriser_eq_zero (ψ : Conf → ℂ) (i j k : Fin 2) :
    ψ (i, j, k) + ψ (j, k, i) + ψ (k, i, j) - ψ (j, i, k) - ψ (i, k, j) - ψ (k, j, i) = 0 := by
  rcases two_labels i with rfl | rfl <;> rcases two_labels j with rfl | rfl <;>
    rcases two_labels k with rfl | rfl <;> ring

/-- The Hamiltonian of three coupled spins 1/2 satisfies
`(H - s/4)((H + s/4)² - q/4) = 0`. -/
theorem hamiltonian_cubic (a b c : ℝ) :
    (hamiltonian a b c - ((total a b c / 4 : ℝ) : ℂ) • 1) *
      ((hamiltonian a b c + ((total a b c / 4 : ℝ) : ℂ) • 1) ^ 2
        - ((spread a b c / 4 : ℝ) : ℂ) • 1) = 0 := by
  apply Matrix.toLin'.injective
  refine LinearMap.ext fun ψ => ?_
  rw [map_zero, Matrix.toLin'_apply, LinearMap.zero_apply]
  funext ⟨i, j, k⟩
  simp only [pow_two, ← Matrix.mulVec_mulVec, Matrix.sub_mulVec, Matrix.add_mulVec,
    Matrix.smul_mulVec, Matrix.one_mulVec, Pi.sub_apply, Pi.add_apply, Pi.smul_apply,
    Pi.zero_apply, smul_eq_mul, hamiltonian_mulVec, total, spread]
  push_cast
  -- the cubic is a multiple of the antisymmetriser
  linear_combination (-((a + b + c) * (a * b + b * c + c * a)) / 8 : ℂ) *
    antisymmetriser_eq_zero ψ i j k

/-- The form `q` vanishes exactly when the three couplings are equal. -/
theorem spread_eq_zero_iff (a b c : ℝ) : spread a b c = 0 ↔ a = b ∧ b = c := by
  unfold spread
  constructor
  · intro h
    have h1 : (a - b) ^ 2 = 0 := by
      nlinarith [sq_nonneg (a - b), sq_nonneg (b - c), sq_nonneg (c - a)]
    have h2 : (b - c) ^ 2 = 0 := by
      nlinarith [sq_nonneg (a - b), sq_nonneg (b - c), sq_nonneg (c - a)]
    exact ⟨sub_eq_zero.mp (pow_eq_zero_iff two_ne_zero |>.mp h1),
      sub_eq_zero.mp (pow_eq_zero_iff two_ne_zero |>.mp h2)⟩
  · rintro ⟨rfl, rfl⟩
    ring

lemma sq_sqrt_spread (a b c : ℝ) : √(spread a b c) ^ 2 = spread a b c := by
  apply Real.sq_sqrt
  unfold spread
  nlinarith [sq_nonneg (a - b), sq_nonneg (b - c), sq_nonneg (c - a)]

/-- The action of the Hamiltonian on a wavefunction `oneFlip x y z`, written as `oneFlip` of the new
amplitudes. -/
theorem hamiltonian_oneFlip (a b c : ℝ) (x y z : ℂ) :
    hamiltonian a b c *ᵥ oneFlip x y z =
      oneFlip (-(total a b c : ℂ) / 4 * x + (b * x + a * y + c * z) / 2)
        (-(total a b c : ℂ) / 4 * y + (a * x + c * y + b * z) / 2)
        (-(total a b c : ℂ) / 4 * z + (c * x + b * y + a * z) / 2) := by
  funext ⟨i, j, k⟩
  rw [hamiltonian_mulVec]
  rcases two_labels i with rfl | rfl <;> rcases two_labels j with rfl | rfl <;>
    rcases two_labels k with rfl | rfl <;> simp [oneFlip, total] <;> ring

lemma smul_oneFlip (μ x y z : ℂ) :
    μ • oneFlip x y z = oneFlip (μ * x) (μ * y) (μ * z) := by
  funext p
  simp only [oneFlip, Pi.smul_apply, smul_eq_mul]
  split_ifs <;> simp

/-- For each real `ρ` with `ρ² = q`, the number `-s/4 + ρ/2` is an eigenvalue. -/
theorem exists_eigenvector (a b c ρ : ℝ) (hρ : ρ ^ 2 = spread a b c) :
    ∃ ψ : Conf → ℂ, ψ ≠ 0 ∧
      hamiltonian a b c *ᵥ ψ = ((-total a b c / 4 + ρ / 2 : ℝ) : ℂ) • ψ := by
  by_cases h : b = c ∧ ρ = a - b
  · obtain ⟨rfl, rfl⟩ := h
    refine ⟨oneFlip 1 1 (-2), fun h0 => ?_, ?_⟩
    · have h1 := congrFun h0 (1, 0, 0)
      simp [oneFlip] at h1
    · rw [hamiltonian_oneFlip, smul_oneFlip]
      congr 1 <;> push_cast <;> ring
  · have hc : (ρ : ℂ) ^ 2 = a ^ 2 + b ^ 2 + c ^ 2 - a * b - b * c - c * a := by
      unfold spread at hρ
      exact_mod_cast hρ
    refine ⟨oneFlip (b - a + ρ) (a - c - ρ) (c - b), fun h0 => h ?_, ?_⟩
    · have h1 : (b : ℂ) - a + ρ = 0 := by simpa [oneFlip] using congrFun h0 (1, 0, 0)
      have h2 : (c : ℂ) - b = 0 := by simpa [oneFlip] using congrFun h0 (0, 0, 1)
      have h1' : b - a + ρ = 0 := by exact_mod_cast h1
      have h2' : c - b = 0 := by exact_mod_cast h2
      constructor <;> linarith
    · rw [hamiltonian_oneFlip, smul_oneFlip]
      congr 1 <;> push_cast
      · linear_combination (-1 / 2 : ℂ) * hc
      · linear_combination (1 / 2 : ℂ) * hc
      · ring

/-- The eigenvalues of the Hamiltonian are exactly `s/4`, `-s/4 + √q/2` and `-s/4 - √q/2`. -/
theorem eigenvalue_iff (a b c : ℝ) (μ : ℂ) :
    (∃ ψ : Conf → ℂ, ψ ≠ 0 ∧ hamiltonian a b c *ᵥ ψ = μ • ψ) ↔
      μ = ((total a b c / 4 : ℝ) : ℂ) ∨
      μ = ((-total a b c / 4 + √(spread a b c) / 2 : ℝ) : ℂ) ∨
      μ = ((-total a b c / 4 + -√(spread a b c) / 2 : ℝ) : ℂ) := by
  have hr := sq_sqrt_spread a b c
  constructor
  · rintro ⟨ψ, h0, hψ⟩
    obtain ⟨p, hp'⟩ := Function.ne_iff.mp h0
    have hp : ψ p ≠ 0 := hp'
    -- apply the cubic relation to the eigenvector
    have hc := congrFun (congrArg (fun M => M *ᵥ ψ) (hamiltonian_cubic a b c)) p
    simp only [pow_two, ← Matrix.mulVec_mulVec, Matrix.sub_mulVec, Matrix.add_mulVec,
      Matrix.smul_mulVec, Matrix.one_mulVec, Matrix.zero_mulVec, Matrix.mulVec_add,
      Matrix.mulVec_sub, Matrix.mulVec_smul, hψ, Pi.sub_apply, Pi.add_apply, Pi.smul_apply,
      Pi.zero_apply, smul_eq_mul] at hc
    push_cast at hc
    have hrc : (√(spread a b c) : ℂ) ^ 2 = (spread a b c : ℂ) := by exact_mod_cast hr
    have hf : (μ - total a b c / 4) * ((μ + total a b c / 4 - √(spread a b c) / 2) *
        (μ + total a b c / 4 + √(spread a b c) / 2)) = 0 := by
      apply mul_right_cancel₀ hp
      linear_combination hc - (μ - total a b c / 4) / 4 * ψ p * hrc
    push_cast
    rcases mul_eq_zero.mp hf with h | h
    · left
      linear_combination h
    · rcases mul_eq_zero.mp h with h | h
      · right; left
        linear_combination h
      · right; right
        linear_combination h
  · rintro (rfl | rfl | rfl)
    · -- the uniform wavefunction is unchanged by every exchange
      refine ⟨fun _ => 1, fun h => one_ne_zero (congrFun h (0, 0, 0)), ?_⟩
      funext ⟨i, j, k⟩
      rw [hamiltonian_mulVec]
      simp only [Pi.smul_apply, smul_eq_mul, total]
      push_cast
      ring
    · exact exists_eigenvector a b c _ hr
    · exact exists_eigenvector a b c _ (by rw [neg_sq, hr])

/-- The shorter relation `(H - s/4)(H + s/4) = 0` holds exactly when the three couplings
are equal. -/
theorem quadratic_iff (a b c : ℝ) :
    (hamiltonian a b c - ((total a b c / 4 : ℝ) : ℂ) • 1) *
      (hamiltonian a b c + ((total a b c / 4 : ℝ) : ℂ) • 1) = 0 ↔ a = b ∧ b = c := by
  constructor
  · intro h
    have key : ∀ ρ : ℝ, ρ ^ 2 = spread a b c → (ρ - total a b c) * ρ = 0 := by
      intro ρ hρ
      obtain ⟨ψ, h0, hψ⟩ := exists_eigenvector a b c ρ hρ
      obtain ⟨p, hp'⟩ := Function.ne_iff.mp h0
      have hp : ψ p ≠ 0 := hp'
      have hc := congrFun (congrArg (fun M => M *ᵥ ψ) h) p
      simp only [← Matrix.mulVec_mulVec, Matrix.sub_mulVec, Matrix.add_mulVec,
        Matrix.smul_mulVec, Matrix.one_mulVec, Matrix.zero_mulVec, Matrix.mulVec_add,
        Matrix.mulVec_smul, hψ, Pi.sub_apply, Pi.add_apply, Pi.smul_apply,
        Pi.zero_apply, smul_eq_mul] at hc
      push_cast at hc
      have hf : ((ρ : ℂ) - total a b c) * ρ = 0 := by
        apply mul_right_cancel₀ hp
        linear_combination 4 * hc
      exact_mod_cast hf
    -- both signs of the root together force q = 0
    have hr := sq_sqrt_spread a b c
    have h1 := key _ hr
    have h2 := key (-√(spread a b c)) (by rw [neg_sq, hr])
    rw [← spread_eq_zero_iff]
    linear_combination (1 / 2 : ℝ) * h1 + (1 / 2 : ℝ) * h2 - hr
  · rintro ⟨rfl, rfl⟩
    apply Matrix.toLin'.injective
    refine LinearMap.ext fun ψ => ?_
    rw [map_zero, Matrix.toLin'_apply, LinearMap.zero_apply]
    funext ⟨i, j, k⟩
    simp only [← Matrix.mulVec_mulVec, Matrix.sub_mulVec, Matrix.add_mulVec,
      Matrix.smul_mulVec, Matrix.one_mulVec, Pi.sub_apply, Pi.add_apply, Pi.smul_apply,
      Pi.zero_apply, smul_eq_mul, hamiltonian_mulVec, total]
    push_cast
    linear_combination (3 * a ^ 2 / 4 : ℂ) * antisymmetriser_eq_zero ψ i j k

end

end ThreeSpinTriangle
```

```lean
#print axioms ThreeSpinTriangle.hamiltonian_cubic
#print axioms ThreeSpinTriangle.eigenvalue_iff
#print axioms ThreeSpinTriangle.quadratic_iff
```

```
'ThreeSpinTriangle.hamiltonian_cubic' depends on axioms: [propext, Classical.choice, Quot.sound]
'ThreeSpinTriangle.eigenvalue_iff' depends on axioms: [propext, Classical.choice, Quot.sound]
'ThreeSpinTriangle.quadratic_iff' depends on axioms: [propext, Classical.choice, Quot.sound]
```

## How the lemmas carry the argument

`spin_exchange` checks the exchange formula on all sixteen label combinations. `hamiltonian_mulVec` uses it for the matrix elements of the three scalar products (`h12`, `h23`, `h13`) and obtains the action of $H$ on any wavefunction. `antisymmetriser_eq_zero` is $R-T=0$, checked on the eight label triples.

In `hamiltonian_cubic`, `Matrix.toLin'.injective` reduces the matrix identity to its action on an arbitrary `ψ`. After `simp only` has expanded this action, `linear_combination` subtracts the antisymmetriser with coefficient $-es/8$, as in the derivation.

`hamiltonian_oneFlip` gives the action on one flipped spin, and `exists_eigenvector` separates the case where the general amplitudes vanish. In `eigenvalue_iff`, the forward direction evaluates the cubic at a label triple where `ψ` is nonzero, cancels that amplitude and factors the result using $(\sqrt q)^2=q$. The reverse direction supplies the eigenvectors.

In `quadratic_iff`, `key` is the equation $(\rho-s)\rho=0$, used for both signs of the root. The converse is again a multiple of the antisymmetriser, with coefficient $3a^2/4$.
